# Homogeneous degree-N polynomials in two spinor coordinates form one angular-momentum multiplet

The lowest Landau level of a spinless charged particle on a sphere around a magnetic monopole is represented here by formal polynomials in two independent variables $u$ and $v$, not by functions on the sphere. On the sphere, $u$ and $v$ are the spinor coordinates of a point, with $|u|^2+|v|^2=1$. The level is the space of homogeneous polynomials of degree $N$, where $N$ counts flux quanta, not particles. That this space is the lowest level of the monopole Hamiltonian is assumed. There is no inner product, so states are unnormalised.

For a single particle, the results give, up to normalisation, the lowest-level orbitals used in finite-size quantum Hall calculations on the sphere, and their total angular momentum $N/2$.

```lean
import Mathlib

open MvPolynomial

namespace HaldaneSphere

noncomputable section

/-- Complex polynomials in the two spinor coordinates `u` and `v`. -/
abbrev Poly := MvPolynomial (Fin 2) ℂ
```

In Lean, `X 0` is $u$ and `X 1` is $v$. The raising operator $L_+$ differentiates in $v$ and multiplies by $u$; the lowering operator $L_-$ exchanges the roles.

```lean
local notation "u" => (X 0 : Poly)
local notation "v" => (X 1 : Poly)
local notation "∂u" => pderiv (R := ℂ) (0 : Fin 2)
local notation "∂v" => pderiv (R := ℂ) (1 : Fin 2)

/-- The raising operator `L₊ = u ∂_v`. -/
def Lplus : Module.End ℂ Poly := LinearMap.mulLeft ℂ u ∘ₗ (∂v).toLinearMap

/-- The lowering operator `L₋ = v ∂_u`. -/
def Lminus : Module.End ℂ Poly := LinearMap.mulLeft ℂ v ∘ₗ (∂u).toLinearMap
```

The axial component $L_z$ is half the difference between the operators that count powers of $u$ and of $v$. The other components follow the usual convention, with $\hbar=1$, and products of operators are compositions.

```lean
/-- The axial component `L_z = (u ∂_u - v ∂_v) / 2`. -/
def Lz : Module.End ℂ Poly :=
  (1 / 2 : ℂ) • (LinearMap.mulLeft ℂ u ∘ₗ (∂u).toLinearMap
    - LinearMap.mulLeft ℂ v ∘ₗ (∂v).toLinearMap)

/-- The component `L_x = (L₊ + L₋) / 2`. -/
def Lx : Module.End ℂ Poly := (1 / 2 : ℂ) • (Lplus + Lminus)

/-- The component `L_y = -i (L₊ - L₋) / 2`. -/
def Ly : Module.End ℂ Poly := (-Complex.I / 2) • (Lplus - Lminus)

/-- The total angular momentum squared, `L² = L_x² + L_y² + L_z²`. -/
def Lsq : Module.End ℂ Poly := Lx * Lx + Ly * Ly + Lz * Lz
```

## (a) The operators acting on a polynomial

Write the three operators as differential operators:
$$L_+f=u\,\partial_vf,\quad L_-f=v\,\partial_uf,\quad L_zf=\tfrac12(u\,\partial_uf-v\,\partial_vf).$$

These are the definitions applied to $f$, so `rfl` suffices.

```lean
/-- The three operators written out as differential operators on a polynomial. -/
theorem operator_formulas (f : Poly) :
    Lplus f = u * ∂v f ∧ Lminus f = v * ∂u f ∧
      Lz f = (1 / 2 : ℂ) • (u * ∂u f - v * ∂v f) :=
  ⟨rfl, rfl, rfl⟩
```

## (b) Independent coordinates

Show that
$$\partial_uv=0,\quad \partial_vu=0,\quad \partial_v\partial_uf=\partial_u\partial_vf.$$

The first two hold because the variables are independent. The commutator $[\partial_v,\partial_u]$ obeys the product rule and gives zero on $u$ and $v$, hence on every polynomial. `derivation_ext` supplies this last step.

```lean
/-- Each of the coordinates `u` and `v` has zero derivative with respect to the other, and mixed
partial derivatives commute. -/
theorem coordinate_calculus :
    ∂u v = 0 ∧ ∂v u = 0 ∧ ∀ f : Poly, ∂v (∂u f) = ∂u (∂v f) := by
  refine ⟨pderiv_X_of_ne (by decide), pderiv_X_of_ne (by decide), fun f => ?_⟩
  -- the commutator of two derivations is a derivation, and it kills both coordinates
  have h : ⁅∂v, ∂u⁆ = (0 : Derivation ℂ Poly Poly) := by
    apply MvPolynomial.derivation_ext
    intro i
    fin_cases i <;> simp [Derivation.commutator_apply, pderiv_X]
  have h' := congrArg (fun D : Derivation ℂ Poly Poly => D f) h
  simp only [Derivation.commutator_apply, Derivation.zero_apply] at h'
  exact sub_eq_zero.mp h'
```

## (c) Counting the degree

For $f$ homogeneous of degree $N$, show that
$$u\,\partial_uf+v\,\partial_vf=Nf.$$

On $u^av^b$ with $a+b=N$, the left side gives $(a+b)u^av^b$. Linearity does the rest; Lean uses Mathlib's general Euler identity.

```lean
/-- Euler's identity: `u ∂_u + v ∂_v` multiplies a homogeneous polynomial by its degree. -/
theorem euler {N : ℕ} {f : Poly} (hf : f.IsHomogeneous N) :
    u * ∂u f + v * ∂v f = (N : ℂ) • f := by
  have h := hf.sum_X_mul_pderiv
  rw [Fin.sum_univ_two] at h
  rw [h, Nat.cast_smul_eq_nsmul]
```

## (d) Commutators

Show, on all polynomials, that
$$[L_z,L_+]=L_+,\quad[L_z,L_-]=-L_-,\quad[L_+,L_-]=2L_z.$$

Subscripts on $f$ denote derivatives. By the product rule,
$$\begin{aligned}
L_zL_+f&=\tfrac12(uf_v+u^2f_{uv}-uvf_{vv}),\\
L_+L_zf&=\tfrac12(-uf_v+u^2f_{uv}-uvf_{vv}),\\
L_zL_-f&=\tfrac12(-vf_u+uvf_{uu}-v^2f_{uv}),\\
L_-L_zf&=\tfrac12(vf_u+uvf_{uu}-v^2f_{uv}),\\
L_+L_-f&=uf_u+uvf_{uv},\\
L_-L_+f&=vf_v+uvf_{uv}.
\end{aligned}$$
Subtract in pairs. In Lean, `simp only` expands the derivatives and `linear_combination` compares the results.

```lean
/-- The angular-momentum relations `[L_z, L₊] = L₊`, `[L_z, L₋] = -L₋`, `[L₊, L₋] = 2 L_z`. -/
theorem commutation_relations :
    Lz * Lplus - Lplus * Lz = Lplus ∧ Lz * Lminus - Lminus * Lz = -Lminus ∧
      Lplus * Lminus - Lminus * Lplus = (2 : ℂ) • Lz := by
  have two : (C (2 : ℂ) : Poly) = 2 := map_ofNat C 2
  have half : (C (1 / 2 : ℂ) : Poly) * 2 = 1 := by
    rw [← two, ← C_mul]; norm_num
  refine ⟨LinearMap.ext fun f => ?_, LinearMap.ext fun f => ?_, LinearMap.ext fun f => ?_⟩ <;>
    simp only [LinearMap.sub_apply, LinearMap.neg_apply, LinearMap.smul_apply,
      Module.End.mul_apply, operator_formulas, smul_eq_C_mul, pderiv_mul, pderiv_C, map_sub,
      pderiv_X_self, coordinate_calculus, two]
  · linear_combination (u * ∂v f) * half
  · linear_combination (-(v * ∂u f)) * half
  · linear_combination (-(u * ∂u f - v * ∂v f)) * half
```

## (e) Staying in the level

Let $H_N$ be the space of homogeneous polynomials of degree $N$. Show that
$$L_+H_N,\;L_-H_N,\;L_zH_N\subseteq H_N.$$

A derivative lowers the degree by one and the multiplication restores it. For $N=0$ the derivatives vanish, and zero belongs to $H_0$. The auxiliary claim `key` treats both cases.

```lean
/-- `L₊`, `L₋` and `L_z` map homogeneous polynomials of degree `N` to homogeneous polynomials
of degree `N`. -/
theorem preserves_level {N : ℕ} {f : Poly} (hf : f.IsHomogeneous N) :
    (Lplus f).IsHomogeneous N ∧ (Lminus f).IsHomogeneous N ∧ (Lz f).IsHomogeneous N := by
  have key : ∀ i j : Fin 2, (X i * pderiv j f : Poly).IsHomogeneous N := by
    intro i j
    cases N with
    | zero =>
      have h := totalDegree_eq_zero_iff_eq_C.mp (Nat.le_zero.mp hf.totalDegree_le)
      rw [h, pderiv_C, mul_zero]
      exact isHomogeneous_zero _ _ _
    | succ N =>
      have h := (isHomogeneous_X ℂ i).mul (hf.pderiv (i := j))
      rwa [show 1 + (N + 1 - 1) = N + 1 by omega] at h
  exact ⟨key 0 1, key 1 0, (homogeneousSubmodule (Fin 2) ℂ N).smul_mem _
    ((homogeneousSubmodule (Fin 2) ℂ N).sub_mem (key 0 0) (key 1 1))⟩
```

## (f) Total angular momentum

For $f\in H_N$, show that
$$L^2f=\tfrac N2\left(\tfrac N2+1\right)f.$$

First,
$$L_x^2+L_y^2=\tfrac12(L_+L_-+L_-L_+)=L_-L_++L_z,$$
so $L^2=L_-L_++L_z^2+L_z$, which is `hL`. Expanding,
$$L^2f=\tfrac14(u^2f_{uu}+2uvf_{uv}+v^2f_{vv})+\tfrac34(uf_u+vf_v).$$
Differentiating (c) gives $uf_{uu}+vf_{uv}=(N-1)f_u$ and $uf_{uv}+vf_{vv}=(N-1)f_v$. Multiply by $u$ and $v$ and add: the first bracket is $N(N-1)f$. The total is $\left(\tfrac14N(N-1)+\tfrac34N\right)f$, as required. Lean's `h1` and `h2` are the differentiated identities; `N / 2` is complex division, so odd $N$ is included.

```lean
/-- On homogeneous polynomials of degree `N`, `L²` has the value `(N/2)(N/2 + 1)`. -/
theorem Lsq_on_level {N : ℕ} {f : Poly} (hf : f.IsHomogeneous N) :
    Lsq f = ((N / 2 : ℂ) * (N / 2 + 1)) • f := by
  -- normal ordering: L² = L₋ L₊ + L_z² + L_z
  have hL : Lsq = Lminus * Lplus + Lz * Lz + Lz := by
    have hc : Lplus * Lminus = (2 : ℂ) • Lz + Lminus * Lplus :=
      sub_eq_iff_eq_add.mp commutation_relations.2.2
    have hI : (-Complex.I / 2) * (-Complex.I / 2) = -1 / 4 := by
      linear_combination (1 / 4) * Complex.I_mul_I
    simp only [Lsq, Lx, Ly, smul_mul_smul_comm, hI, mul_add, add_mul, mul_sub, sub_mul, hc]
    module
  have half : (C (1 / 2 : ℂ) : Poly) * 2 = 1 := by
    rw [← map_ofNat C 2, ← C_mul]; norm_num
  -- Euler's identity and its two first derivatives
  have he := euler hf
  rw [smul_eq_C_mul] at he
  have h1 := congrArg ∂u he
  have h2 := congrArg ∂v he
  simp only [map_add, pderiv_mul, pderiv_C, pderiv_X_self, coordinate_calculus] at h1 h2
  rw [hL, show (N / 2 : ℂ) * (N / 2 + 1) = N * (1 / 2) * (N * (1 / 2) + 1) by ring]
  simp only [LinearMap.add_apply, Module.End.mul_apply, operator_formulas, smul_eq_C_mul,
    pderiv_mul, pderiv_C, map_sub, pderiv_X_self, coordinate_calculus, C_mul, C_add, C_1]
  linear_combination C (1 / 2 : ℂ) ^ 2 * (u * h1 + v * h2 + C (N : ℂ) * he)
    + C (1 / 2 : ℂ) * he
    + (-(1 + 2 * C (1 / 2 : ℂ)) * u * v * ∂u (∂v f) - v * ∂v f) * half
```

## (g) The highest-weight state

Show that
$$H_N\cap\ker L_+=\mathbb C\,u^N.$$

If $uf_v=0$, then $f_v=0$. Induct on the degree $M$ of such an $f$. Degree zero gives a constant. In degree $M+1$, $f_u$ has degree $M$ and $\partial_vf_u=0$, so $f_u=au^M$ for some $a\in\mathbb C$. By (c), $(M+1)f=au^{M+1}$. Conversely, $L_+u^N=0$. The two inclusions are the two branches after `le_antisymm`.

```lean
/-- Among homogeneous polynomials of degree `N`, the kernel of `L₊` is the line spanned
by `u^N`. -/
theorem highest_weight_line (N : ℕ) :
    homogeneousSubmodule (Fin 2) ℂ N ⊓ LinearMap.ker Lplus = Submodule.span ℂ {u ^ N} := by
  -- a homogeneous polynomial independent of v is a multiple of a power of u
  have key : ∀ (M : ℕ) (f : Poly), f.IsHomogeneous M → ∂v f = 0 → ∃ a : ℂ, a • u ^ M = f := by
    intro M
    induction M with
    | zero =>
      intro f hf _
      have h := totalDegree_eq_zero_iff_eq_C.mp (Nat.le_zero.mp hf.totalDegree_le)
      exact ⟨coeff 0 f, by rw [pow_zero, smul_eq_C_mul, mul_one]; exact h.symm⟩
    | succ M ih =>
      intro f hf hv
      obtain ⟨a, ha⟩ := ih (∂u f) hf.pderiv (by rw [coordinate_calculus.2.2, hv, map_zero])
      have hM : ((M + 1 : ℕ) : ℂ) ≠ 0 := Nat.cast_ne_zero.mpr (Nat.succ_ne_zero M)
      have he := euler hf
      rw [hv, mul_zero, add_zero, ← ha] at he
      exact ⟨((M + 1 : ℕ) : ℂ)⁻¹ * a, by
        rw [mul_smul, pow_succ', ← mul_smul_comm, he, inv_smul_smul₀ hM]⟩
  apply le_antisymm
  · rintro f ⟨hf, hk⟩
    have hk' : u * ∂v f = 0 := LinearMap.mem_ker.mp hk
    exact Submodule.mem_span_singleton.mpr
      (key N f hf ((mul_eq_zero.mp hk').resolve_left (X_ne_zero _)))
  · rw [Submodule.span_singleton_le_iff_mem]
    have h := (isHomogeneous_X ℂ (0 : Fin 2)).pow N
    rw [one_mul] at h
    refine ⟨h, LinearMap.mem_ker.mpr ?_⟩
    simp only [operator_formulas, pderiv_pow, coordinate_calculus, mul_zero]
```

## (h) Descending the ladder

For natural numbers $a,k$, show that
$$L_-^k\,u^{a+k}=\frac{(a+k)!}{a!}\,u^av^k.$$

The case $k=0$ is immediate. Given the formula for $k$ and every $a$, use it at $a+1$ and lower once more:
$$\frac{(a+1+k)!}{(a+1)!}\,L_-(u^{a+1}v^k)=\frac{(a+k+1)!}{a!}\,u^av^{k+1}.$$
Lean writes the coefficient as `descFactorial`, and `hs` is the extra lowering.

```lean
/-- Lowering `u^(a+k)` exactly `k` times gives `u^a v^k` times the falling factorial
`(a+k)(a+k-1)⋯(a+1)`. -/
theorem lowering_ladder (a k : ℕ) :
    (Lminus ^ k) (u ^ (a + k)) = ((a + k).descFactorial k : ℂ) • (u ^ a * v ^ k) := by
  induction k generalizing a with
  | zero => simp
  | succ k ih =>
    have hd : (a + 1 + k).descFactorial (k + 1) = (a + 1) * (a + 1 + k).descFactorial k := by
      rw [Nat.descFactorial_succ, Nat.add_sub_cancel]
    rw [show a + (k + 1) = a + 1 + k by omega, pow_succ', Module.End.mul_apply, ih, map_smul, hd]
    -- one more application of v ∂_u
    have hs : Lminus (u ^ (a + 1) * v ^ k) = ((a + 1 : ℕ) : ℂ) • (u ^ a * v ^ (k + 1)) := by
      simp only [operator_formulas, pderiv_mul, pderiv_pow, pderiv_X_self, coordinate_calculus,
        smul_eq_C_mul, map_natCast, Nat.add_sub_cancel]
      ring
    rw [hs, smul_smul, Nat.cast_mul, mul_comm]
```

## (i) Reaching the whole level

Show that
$$\operatorname{span}\{L_-^ku^N:0\le k\le N\}=H_N.$$

By (e), the lowered states lie in $H_N$. By (h), with a nonzero coefficient, their span contains every monomial of degree $N$. Monomials span the level by induction, which is `key`: degree zero is constant, and in degree $M+1$, (c) gives $f=(uf_u+vf_v)/(M+1)$, where $f_u$ and $f_v$ are combinations of monomials of degree $M$. The theorem states spanning, not linear independence.

```lean
/-- The states obtained from `u^N` by lowering `0, 1, …, N` times span all homogeneous
polynomials of degree `N`. -/
theorem ladder_spans_level (N : ℕ) :
    Submodule.span ℂ (Set.range fun k : Fin (N + 1) => (Lminus ^ (k : ℕ)) (u ^ N)) =
      homogeneousSubmodule (Fin 2) ℂ N := by
  -- a subspace containing all monomials of degree M contains the whole level
  have key : ∀ (M : ℕ) (W : Submodule ℂ Poly) (f : Poly), f.IsHomogeneous M →
      (∀ a b : ℕ, a + b = M → u ^ a * v ^ b ∈ W) → f ∈ W := by
    intro M
    induction M with
    | zero =>
      intro W f hf hW
      have h := totalDegree_eq_zero_iff_eq_C.mp (Nat.le_zero.mp hf.totalDegree_le)
      have h1 := W.smul_mem (coeff 0 f) (hW 0 0 rfl)
      rwa [pow_zero, pow_zero, mul_one, smul_eq_C_mul, mul_one, ← h] at h1
    | succ M ih =>
      intro W f hf hW
      have hM : ((M + 1 : ℕ) : ℂ) ≠ 0 := Nat.cast_ne_zero.mpr (Nat.succ_ne_zero M)
      have h1 : u * ∂u f ∈ W := ih (W.comap (LinearMap.mulLeft ℂ u)) _ hf.pderiv
        fun a b hab => by
          have h := hW (a + 1) b (by omega)
          rwa [pow_succ', mul_assoc] at h
      have h2 : v * ∂v f ∈ W := ih (W.comap (LinearMap.mulLeft ℂ v)) _ hf.pderiv
        fun a b hab => by
          have h := hW a (b + 1) (by omega)
          rwa [pow_succ', mul_left_comm] at h
      have h3 := W.smul_mem ((M + 1 : ℕ) : ℂ)⁻¹ (W.add_mem h1 h2)
      rwa [euler hf, inv_smul_smul₀ hM] at h3
  apply le_antisymm
  · rw [Submodule.span_le]
    rintro _ ⟨k, rfl⟩
    have hk : ∀ j : ℕ, ((Lminus ^ j) (u ^ N)).IsHomogeneous N := by
      intro j
      induction j with
      | zero =>
        have h := (isHomogeneous_X ℂ (0 : Fin 2)).pow N
        rwa [one_mul] at h
      | succ j ih =>
        rw [pow_succ', Module.End.mul_apply]
        exact (preserves_level ih).2.1
    exact hk k
  · intro f hf
    refine key N _ f hf fun a b hab => ?_
    subst hab
    have hd : ((a + b).descFactorial b : ℂ) ≠ 0 := Nat.cast_ne_zero.mpr fun h => by
      rw [Nat.descFactorial_eq_zero_iff_lt] at h
      omega
    rw [← inv_smul_smul₀ hd (u ^ a * v ^ b), ← lowering_ladder]
    exact Submodule.smul_mem _ _ (Submodule.subset_span ⟨⟨b, by omega⟩, rfl⟩)

end

end HaldaneSphere
```

```lean
#print axioms HaldaneSphere.euler
#print axioms HaldaneSphere.Lsq_on_level
#print axioms HaldaneSphere.highest_weight_line
#print axioms HaldaneSphere.ladder_spans_level
```

```
'HaldaneSphere.euler' depends on axioms: [propext, Classical.choice, Quot.sound]
'HaldaneSphere.Lsq_on_level' depends on axioms: [propext, Classical.choice, Quot.sound]
'HaldaneSphere.highest_weight_line' depends on axioms: [propext, Classical.choice, Quot.sound]
'HaldaneSphere.ladder_spans_level' depends on axioms: [propext, Classical.choice, Quot.sound]
```
